# At fixed nonreal energy, a large site energy mimics a Hückel vacancy to within O(1/U)

A vacancy is often imitated by raising the energy of one site by a large amount $U$, which keeps the matrix size and the site numbering unchanged. At any finite $U$ the other sites can still couple through the raised site, so their Green matrix is generally not that of the molecule with the site removed. An error bound gives a $U$ that is large enough for a given accuracy.

## The correction left by a finite site energy

Let $H$ be a real symmetric matrix on a finite set of sites, $r$ one site, and $z$ a nonreal energy. Write $H'$ for the block of $H$ on the other sites, $b$ for column $r$ of $H$ on those sites, and $G'=(z-H')^{-1}$. Let $G_U$ be the block on the other sites of $(z-H-UE_{rr})^{-1}$, where $E_{rr}$ has a single 1 at position $(r,r)$. With the self-energy $\sigma=b^TG'b$,

$$G_U=G'+\frac{G'bb^TG'}{z-H_{rr}-U-\sigma},\qquad U(G_U-G')\to-G'bb^TG'\quad(U\to\infty).$$

If $U>0$ and $U\ge 2|z-H_{rr}-\sigma|$, each entry of $G_U-G'$ has modulus at most $2/U$ times that of the same entry of $G'bb^TG'$.

## Local densities of states with a raised site

A non-interacting tight-binding code for a finite flake may compute the local density of states at site $i$ by setting $z=E+i\eta$, solving $(z-H-UE_{rr})x=e_i$ with $e_i$ the unit vector at $i$, and recording $-\operatorname{Im}x_i/\pi$. For $i\ne r$, the recorded value minus that of the true vacancy is $\operatorname{Im}(G'bb^TG')_{ii}/(\pi U)$ to first order in $1/U$. This term can vanish, as it does in the ethylene example below, and the difference is then of higher order.

The broadening $\eta>0$ affects the choice of $U$. Since $|\sigma|\le\|b\|^2/\eta$, a small $\eta$ may push up the threshold for the bound, and the entries of $G'bb^TG'$ can grow as well.

## Eliminating the raised site

First, $z-A$ is invertible for every real symmetric $A$. If $Av=zv$ with $v\ne0$, then $v^\dagger A=\bar z v^\dagger$. Evaluating $v^\dagger Av$ both ways gives $z\,v^\dagger v=\bar z\,v^\dagger v$, hence $z=\bar z$, which contradicts $\operatorname{Im}z\ne0$.

Now take column $j$ of the full inverse. Let $\gamma$ be its entry on site $r$, $g$ its remaining entries, and $e$ the vector $(\delta_{ij})_{i\ne r}$. Then

$$(z-H')g-b\gamma=e,\qquad (z-H_{rr}-U)\gamma-b^Tg=\delta_{rj}.$$

The first equation gives $g=G'e+\gamma G'b$. Inserting this into the second gives

$$d\,\gamma=\delta_{rj}+b^TG'e,\qquad d=z-H_{rr}-U-\sigma.$$

For $j=r$ we have $e=0$, so $d\gamma=1$ and $d\ne0$. For $j\ne r$, $G'e$ is column $j$ of $G'$ and $\gamma=d^{-1}(b^TG')_j$. Therefore

$$g_i=G'_{ij}+d^{-1}(G'b)_i(b^TG')_j,$$

which is the exact formula above.

Put $a=z-H_{rr}-\sigma$, so that $d=a-U$. Then $U/(a-U)=1/(a/U-1)\to-1$, which gives the limit. If $U>0$ and $U\ge2|a|$, then $|a-U|\ge U-|a|\ge U/2$, so $1/|d|\le2/U$, which gives the bound.

## Ethylene at $z=i$

Take site energies 0 and resonance integral $-1$, and raise the second site. At $z=i$, $G'=1/i=-i$, $b=-1$ and $\sigma=-i$. Thus $a=2i$, $G'bb^TG'=-1$, and

$$G_U-G'=\frac{-1}{2i-U}=\frac1{U-2i}.$$

Multiplied by $U$, this tends to $1$, as predicted. The bound applies from $U=4$. At $U=100$ the deviation is about $0.009996+0.000200i$, with modulus $0.009998$; the bound is $0.02$.

## The elimination and its bound in Lean

```lean
import Mathlib

open Matrix Filter Topology
open scoped ComplexOrder

namespace HueckelVacancy

noncomputable section

variable {m : Type*} [Fintype m] [DecidableEq m]

/-- The sites of the molecule other than `r`. -/
abbrev Rest (r : m) := {i : m // i ≠ r}

/-- The secular matrix `z - A` of a real Hamiltonian `A` at complex energy `z`. -/
def secular (A : Matrix m m ℝ) (z : ℂ) : Matrix m m ℂ :=
  z • (1 : Matrix m m ℂ) - A.map Complex.ofReal

/-- The Green matrix `(z - A)⁻¹`, meant for energies `z` that are not eigenvalues of `A`. -/
def green (A : Matrix m m ℝ) (z : ℂ) : Matrix m m ℂ := (secular A z)⁻¹

/-- The block of a matrix that belongs to the sites other than `r`. -/
def restBlock {R : Type*} (r : m) (A : Matrix m m R) : Matrix (Rest r) (Rest r) R :=
  A.submatrix Subtype.val Subtype.val

/-- The column `b` of resonance integrals between site `r` and the other sites. -/
def coupling (H : Matrix m m ℝ) (r : m) : Rest r → ℂ := fun i => (H i r : ℂ)

/-- The Hamiltonian `H + U E_rr`, in which the energy of site `r` is raised by `U`. -/
def raiseSite (H : Matrix m m ℝ) (r : m) (U : ℝ) : Matrix m m ℝ :=
  H + Matrix.diagonal (Pi.single r U)

/-- The self-energy `bᵀ G' b` of site `r`, with `G'` the Green matrix of the other sites,
for `z` not an eigenvalue of their block. -/
def selfEnergy (H : Matrix m m ℝ) (r : m) (z : ℂ) : ℂ :=
  coupling H r ⬝ᵥ (green (restBlock r H) z *ᵥ coupling H r)

/-- For a real symmetric Hamiltonian and a nonreal energy `z`, the secular matrix is
invertible. -/
theorem isUnit_det_secular {A : Matrix m m ℝ} (hA : A.IsSymm) {z : ℂ} (hz : z.im ≠ 0) :
    IsUnit (secular A z).det := by
  rw [isUnit_iff_ne_zero]
  intro hdet
  obtain ⟨v, hv, hker⟩ := Matrix.exists_mulVec_eq_zero_iff.mpr hdet
  have hAv : A.map Complex.ofReal *ᵥ v = z • v := by
    rw [secular, Matrix.sub_mulVec, Matrix.smul_mulVec, Matrix.one_mulVec] at hker
    exact (sub_eq_zero.mp hker).symm
  have hherm : (A.map Complex.ofReal)ᴴ = A.map Complex.ofReal := by
    ext i j
    simp [Matrix.conjTranspose_apply, hA.apply i j]
  have hvA : star v ᵥ* A.map Complex.ofReal = star z • star v := by
    have h := congrArg star hAv
    rwa [Matrix.star_mulVec, hherm, star_smul] at h
  -- evaluate `v† A v` from both sides
  have h := Matrix.dotProduct_mulVec (star v) (A.map Complex.ofReal) v
  rw [hAv, hvA, dotProduct_smul, smul_dotProduct, smul_eq_mul, smul_eq_mul] at h
  have hs : star v ⬝ᵥ v ≠ 0 := fun h0 => hv (dotProduct_star_self_eq_zero.mp h0)
  have him := congrArg Complex.im (mul_right_cancel₀ hs h)
  simp only [Complex.star_def, Complex.conj_im] at him
  exact hz (by linarith)

/-- Dyson equations for column `j` of the Green matrix of `H + U E_rr`, with `H` real symmetric
and `z` nonreal: the first gives its entries off site `r`, the second its entry on site `r`. -/
theorem dyson_column {H : Matrix m m ℝ} (hH : H.IsSymm) (r : m) {z : ℂ} (hz : z.im ≠ 0)
    (U : ℝ) (j : m) :
    (fun i : Rest r => green (raiseSite H r U) z i j) =
        green (restBlock r H) z *ᵥ (fun i : Rest r => (1 : Matrix m m ℂ) i j) +
          green (raiseSite H r U) z r j • (green (restBlock r H) z *ᵥ coupling H r) ∧
      (z - H r r - U - selfEnergy H r z) * green (raiseSite H r U) z r j =
        (1 : Matrix m m ℂ) r j + coupling H r ⬝ᵥ
          (green (restBlock r H) z *ᵥ (fun i : Rest r => (1 : Matrix m m ℂ) i j)) := by
  have hM : secular (raiseSite H r U) z * green (raiseSite H r U) z = 1 :=
    Matrix.mul_nonsing_inv _
      (isUnit_det_secular (hH.add (Matrix.isSymm_diagonal _)) hz)
  have hD : green (restBlock r H) z * secular (restBlock r H) z = 1 :=
    Matrix.nonsing_inv_mul _ (isUnit_det_secular (hH.submatrix _) hz)
  -- entries of the secular matrix, sorted by site `r` and the rest
  have hir (i : Rest r) : secular (raiseSite H r U) z i r = -coupling H r i := by
    simp [secular, raiseSite, coupling, i.2]
  have hri (i : Rest r) : secular (raiseSite H r U) z r i = -coupling H r i := by
    simp [secular, raiseSite, coupling, Ne.symm i.2, hH.apply (i : m) r]
  have hrr : secular (raiseSite H r U) z r r = z - H r r - U := by
    simp [secular, raiseSite, sub_sub]
  have hik (i k : Rest r) :
      secular (raiseSite H r U) z i k = secular (restBlock r H) z i k := by
    by_cases h : i = k
    · subst h
      simp [secular, raiseSite, restBlock, i.2]
    · have h' : (i : m) ≠ k := fun e => h (Subtype.ext e)
      simp [secular, raiseSite, restBlock, h, h']
  have split (i : m) : secular (raiseSite H r U) z i r * green (raiseSite H r U) z r j +
      ∑ k : Rest r, secular (raiseSite H r U) z i k * green (raiseSite H r U) z k j =
        (1 : Matrix m m ℂ) i j := by
    have h := congrFun (congrFun hM i) j
    rw [Matrix.mul_apply, Fintype.sum_eq_add_sum_subtype_ne _ r] at h
    exact h
  have hrow : secular (restBlock r H) z *ᵥ
      (fun i : Rest r => green (raiseSite H r U) z i j) =
        (fun i : Rest r => (1 : Matrix m m ℂ) i j) +
          green (raiseSite H r U) z r j • coupling H r := by
    funext i
    have h := split i
    simp only [hir, hik] at h
    simp only [Matrix.mulVec, dotProduct, Pi.add_apply, Pi.smul_apply, smul_eq_mul]
    linear_combination h
  have hg : (fun i : Rest r => green (raiseSite H r U) z i j) =
      green (restBlock r H) z *ᵥ (fun i : Rest r => (1 : Matrix m m ℂ) i j) +
        green (raiseSite H r U) z r j • (green (restBlock r H) z *ᵥ coupling H r) := by
    rw [← Matrix.mulVec_smul, ← Matrix.mulVec_add, ← hrow, Matrix.mulVec_mulVec, hD,
      Matrix.one_mulVec]
  refine ⟨hg, ?_⟩
  -- row `r` closes the equations
  have h := split r
  simp only [hrr, hri, neg_mul, Finset.sum_neg_distrib] at h
  have hb := congrArg (fun v => coupling H r ⬝ᵥ v) hg
  simp only [dotProduct_add, dotProduct_smul, smul_eq_mul] at hb
  change ∑ k : Rest r, coupling H r k * green (raiseSite H r U) z k j = _ at hb
  rw [selfEnergy]
  linear_combination h + hb

/-- For real symmetric `H` and nonreal `z`, the Green matrix element of the raised site is the
reciprocal of `z - H_rr - U - bᵀ G' b`. -/
theorem green_site {H : Matrix m m ℝ} (hH : H.IsSymm) (r : m) {z : ℂ} (hz : z.im ≠ 0)
    (U : ℝ) :
    (z - H r r - U - selfEnergy H r z) * green (raiseSite H r U) z r r = 1 := by
  have h := (dyson_column hH r hz U r).2
  have hu : (fun i : Rest r => (1 : Matrix m m ℂ) i r) = 0 := by
    funext i
    simp [i.2]
  rwa [hu, Matrix.mulVec_zero, dotProduct_zero, add_zero, Matrix.one_apply_eq] at h

/-- For real symmetric `H`, nonreal `z` and every real `U`, the Green matrix on the remaining
sites is that of the vacancy plus `G' b bᵀ G' / (z - H_rr - U - bᵀ G' b)`. -/
theorem green_rest {H : Matrix m m ℝ} (hH : H.IsSymm) (r : m) {z : ℂ} (hz : z.im ≠ 0)
    (U : ℝ) :
    restBlock r (green (raiseSite H r U) z) = green (restBlock r H) z +
      (z - H r r - U - selfEnergy H r z)⁻¹ • (green (restBlock r H) z *
        vecMulVec (coupling H r) (coupling H r) * green (restBlock r H) z) := by
  have hd := left_ne_zero_of_mul_eq_one (green_site hH r hz U)
  ext i j
  obtain ⟨h1, h2⟩ := dyson_column hH r hz U j
  have hu0 : (fun i : Rest r => (1 : Matrix m m ℂ) i j) =
      fun i : Rest r => (1 : Matrix (Rest r) (Rest r) ℂ) i j := by
    funext k
    by_cases h : k = j
    · subst h
      simp
    · have h' : (k : m) ≠ j := fun e => h (Subtype.ext e)
      simp [Matrix.one_apply, h, h']
  have hu : green (restBlock r H) z *ᵥ (fun i : Rest r => (1 : Matrix m m ℂ) i j) =
      fun i => green (restBlock r H) z i j := by
    rw [hu0]
    funext k
    exact congrFun (congrFun (Matrix.mul_one (green (restBlock r H) z)) k) j
  rw [hu] at h1 h2
  rw [Matrix.one_apply_ne (Ne.symm j.2), zero_add] at h2
  have hc : green (raiseSite H r U) z r j = (z - H r r - U - selfEnergy H r z)⁻¹ *
      (coupling H r ᵥ* green (restBlock r H) z) j := by
    rw [eq_inv_mul_iff_mul_eq₀ hd]
    exact h2
  have h1i := congrFun h1 i
  simp only [Pi.add_apply, Pi.smul_apply, smul_eq_mul] at h1i
  rw [Matrix.mul_vecMulVec, Matrix.vecMulVec_mul]
  simp only [restBlock, Matrix.submatrix_apply, Matrix.add_apply, Matrix.smul_apply,
    Matrix.vecMulVec_apply, smul_eq_mul] at h1i hc ⊢
  rw [h1i, hc]
  ring

/-- For a fixed complex number `a`, the ratio `U / (a - U)` tends to `-1` as the real number
`U` grows. -/
theorem tendsto_ratio (a : ℂ) :
    Tendsto (fun U : ℝ => (U : ℂ) * (a - U)⁻¹) atTop (𝓝 (-1)) := by
  have h0 : Tendsto (fun U : ℝ => ((U⁻¹ : ℝ) : ℂ)) atTop (𝓝 ((0 : ℝ) : ℂ)) :=
    (Complex.continuous_ofReal.tendsto 0).comp tendsto_inv_atTop_zero
  have h1 := ((h0.const_mul a).sub_const 1).inv₀ (by simp)
  have e : (a * ((0 : ℝ) : ℂ) - 1)⁻¹ = -1 := by norm_num
  rw [e] at h1
  refine h1.congr' ?_
  filter_upwards [eventually_gt_atTop 0] with U hU
  have hU' : (U : ℂ) ≠ 0 := Complex.ofReal_ne_zero.mpr hU.ne'
  have h2 : a * (U : ℂ)⁻¹ - 1 = (a - U) * (U : ℂ)⁻¹ := by
    rw [sub_mul, mul_inv_cancel₀ hU']
  rw [Complex.ofReal_inv, h2, mul_inv, inv_inv, mul_comm]

/-- For real symmetric `H` and nonreal `z`, the deviation of the Green matrix on the remaining
sites from that of the vacancy, multiplied by `U`, tends to `-G' b bᵀ G'` as `U → ∞`. -/
theorem vacancy_limit {H : Matrix m m ℝ} (hH : H.IsSymm) (r : m) {z : ℂ} (hz : z.im ≠ 0) :
    Tendsto (fun U : ℝ => (U : ℂ) •
        (restBlock r (green (raiseSite H r U) z) - green (restBlock r H) z)) atTop
      (𝓝 (-(green (restBlock r H) z * vecMulVec (coupling H r) (coupling H r) *
        green (restBlock r H) z))) := by
  have h := (tendsto_ratio (z - H r r - selfEnergy H r z)).smul_const
    (green (restBlock r H) z * vecMulVec (coupling H r) (coupling H r) *
      green (restBlock r H) z)
  rw [neg_one_smul] at h
  refine h.congr fun U => ?_
  rw [green_rest hH r hz U, add_sub_cancel_left, smul_smul, sub_right_comm _ _ (U : ℂ)]

/-- For real symmetric `H`, nonreal `z` and positive `U ≥ 2 |z - H_rr - bᵀ G' b|`, each entry of
the Green matrix on the remaining sites differs from its vacancy value by at most `2 / U` times
the modulus of that entry of `G' b bᵀ G'`. -/
theorem vacancy_error {H : Matrix m m ℝ} (hH : H.IsSymm) (r : m) {z : ℂ} (hz : z.im ≠ 0)
    {U : ℝ} (hU : 0 < U) (hlarge : 2 * ‖z - H r r - selfEnergy H r z‖ ≤ U) (i j : Rest r) :
    ‖green (raiseSite H r U) z i j - green (restBlock r H) z i j‖ ≤
      2 / U * ‖(green (restBlock r H) z * vecMulVec (coupling H r) (coupling H r) *
        green (restBlock r H) z) i j‖ := by
  have h := congrFun (congrFun (green_rest hH r hz U) i) j
  simp only [restBlock, Matrix.submatrix_apply, Matrix.add_apply, Matrix.smul_apply,
    smul_eq_mul] at h ⊢
  rw [h, add_sub_cancel_left, norm_mul]
  refine mul_le_mul_of_nonneg_right ?_ (norm_nonneg _)
  -- the denominator has modulus at least `U / 2`
  have h1 := norm_sub_norm_le (U : ℂ) (z - H r r - selfEnergy H r z)
  rw [Complex.norm_real, Real.norm_of_nonneg hU.le,
    norm_sub_rev (U : ℂ) (z - H r r - selfEnergy H r z),
    sub_right_comm _ _ (U : ℂ)] at h1
  have hpos : 0 < ‖z - H r r - U - selfEnergy H r z‖ := by linarith
  rw [norm_inv, inv_eq_one_div, div_le_div_iff₀ hpos hU]
  linarith

end

end HueckelVacancy
```

```lean
#print axioms HueckelVacancy.vacancy_limit
-- 'HueckelVacancy.vacancy_limit' depends on axioms: [propext, Classical.choice, Quot.sound]
#print axioms HueckelVacancy.vacancy_error
-- 'HueckelVacancy.vacancy_error' depends on axioms: [propext, Classical.choice, Quot.sound]
```

## What is guaranteed for real symmetric H and fixed z

The type `m` labels the sites, `H.IsSymm` says that the real Hamiltonian is symmetric, and `z.im ≠ 0` represents a finite broadening or a point off the real axis on an integration contour. `Rest r` is the set of remaining sites, `coupling H r` is $b$, and `raiseSite H r U` is $H+UE_{rr}$. The order of operations distinguishes the two Green matrices: `restBlock r (green (raiseSite H r U) z)` inverts first and then takes the block, giving $G_U$, whereas `green (restBlock r H) z` deletes the site first, giving $G'$. The outer product `vecMulVec` contains no complex conjugation.

`vacancy_limit` states the matrix limit as $U\to+\infty$, and `vacancy_error` states the entrywise bound. The exact formula, `green_rest`, holds for every real $U$.

The proof follows the elimination:

- `isUnit_det_secular` turns a zero determinant into a null vector, equates the two evaluations of $v^\dagger Av$, cancels $v^\dagger v$ and takes imaginary parts. This makes the matrix inverses genuine.
- `dyson_column` separates site $r$ from the sum over sites. Its step `hrow` is the first column equation, `hg` solves it with $G'$, and the final `linear_combination` inserts the result into row $r$.
- `green_site` takes $j=r$, which shows that the denominator is nonzero. `green_rest` takes $j\ne r$, identifies $G'e$ with a column of $G'$, and divides.
- `tendsto_ratio` proves the scalar limit from $U^{-1}\to0$; `vacancy_limit` multiplies it by the fixed matrix $G'bb^TG'$.
- `vacancy_error` obtains the lower bound on the denominator from the reverse triangle inequality `norm_sub_norm_le`.

The model has an orthonormal basis, finitely many sites and a fixed one-electron Hamiltonian. Complex hopping phases, overlap matrices and self-consistent relaxation around the vacancy lie beyond it. The theorems treat one $z$ at a time, with no estimate uniform as $z$ approaches the real axis, and they say nothing about rounding errors in a floating-point solve with very large $U$.
